# The Coulomb kernel between radii r and s, integrated over the cosine of the angle, equals 2/max(r, s)

## Is the diagonal value on a radial grid right?

When I compute the Hartree potential of a spherical atom on a radial grid, I replace the Coulomb kernel between a field point at radius $r$ and a charge at radius $s$ by $1/\max(r,s)$. The potential then takes two running integrals, one over the charge inside $r$ and one over the charge outside.

What bothers me is the grid point $s=r$. The derivation I know takes the $l=0$ term of the multipole series in powers of the smaller radius over the larger, and at equal radii that ratio is 1. The kernel itself is infinite where the two points coincide. Is $1/r$ really the correct value on the diagonal, or should I treat that point separately?

## At equal radii the integral still converges, to 2/r

The value $1/r$ is correct, and the diagonal needs no formula of its own. The angular integral can be done directly, without the multipole series, and the same calculation serves for $r<s$, $r=s$ and $r>s$.

Let $x$ be the cosine of the angle between the directions of the two points. Their distance is

$$d(x)=\sqrt{r^2+s^2-2rsx}.$$

Take $r,s>0$ first. The radicand can be written as

$$r^2+s^2-2rsx=(r-s)^2+2rs(1-x),$$

which is positive for every $x<1$. There $d$ can be differentiated:

$$d'(x)=\frac{-2rs}{2d(x)}=-\frac{rs}{d(x)},\qquad\text{so}\qquad \frac{1}{d(x)}=\frac{d}{dx}\left(-\frac{d(x)}{rs}\right).$$

At the ends of the range, $d(-1)=r+s$ is the distance to the farthest point of the sphere of radius $s$, and $d(1)=|r-s|$ is the distance to the nearest. Hence

$$\int_{-1}^{1}\frac{dx}{d(x)}=\frac{d(-1)-d(1)}{rs}=\frac{r+s-|r-s|}{rs}.$$

If $r\le s$, the numerator is $2r$ and the result is $2/s$. If $r\ge s$, the numerator is $2s$ and the result is $2/r$. Both cases read $2/\max(r,s)$.

For $r=s$ the kernel is $1/\bigl(r\sqrt{2(1-x)}\bigr)$, which is infinite at $x=1$. Stopping at $1-\varepsilon$, with $0<\varepsilon<2$, gives

$$\int_{-1}^{1-\varepsilon}\frac{dx}{d(x)}=\frac{2r-r\sqrt{2\varepsilon}}{r^2}\;\longrightarrow\;\frac{2}{r}\qquad(\varepsilon\to0).$$

The singularity is an inverse square root, and it is integrable. At the centre, $r=0$, every point of the sphere is at distance $s$, so the integral is $2/s$, again in agreement with the formula.

## From one shell to the radial Hartree formula

On a uniformly charged shell of radius $s$ and total charge $Q$, the ring with cosines between $x$ and $x+dx$ carries the charge $Q\,dx/2$. In Gaussian units the potential at distance $r$ from the centre is therefore

$$\phi_s(r)=\frac{Q}{2}\int_{-1}^{1}\frac{dx}{d(x)}=\frac{Q}{\max(r,s)}.$$

It has the constant value $Q/s$ inside and is $Q/r$ outside, and the two agree on the shell.

A ball of radius $R$ with radial charge density $\rho(s)$ consists of shells with charge $4\pi s^2\rho(s)\,ds$. Summing their potentials gives

$$\phi(r)=\int_0^R\frac{4\pi s^2\rho(s)}{\max(r,s)}\,ds.$$

For $r\ge R$ the maximum is always $r$, so $\phi(r)$ is the total charge divided by $r$. For $0<r\le R$ the integral splits at $s=r$:

$$\phi(r)=\frac1r\int_0^r4\pi s^2\rho(s)\,ds+\int_r^R4\pi s\,\rho(s)\,ds.$$

These are your two running integrals. In electronic structure they give the Hartree potential of a spherical density that ends at a finite radius. The diagonal does leave a kink in $1/\max(r,s)$ at $s=r$, so a quadrature rule for smooth integrands is better applied to the two parts separately.

## What the Lean theorems say about shells and balls

`separation r s x` is the distance $d(x)$, with $x$ the cosine and not a Cartesian coordinate. `shellPotential Q s r` takes the charge, the shell radius and the distance of the field point, in that order. `ballPotential ρ R r` adds up the shells from the centre to $R$. Charges and densities are real and may have either sign. In SI units the potentials acquire the factor $1/(4\pi\varepsilon_0)$.

The central theorem, `integral_kernel`, assumes `0 ≤ r` and `0 < s` and states that the integral of `1 / separation r s x` from $-1$ to $1$ is `2 / max r s`. Equal radii are included. For positive radii, `kernel_integrable` states that the kernel is integrable over the same range.

`shellPotential_inside` and `shellPotential_outside` give the two forms of the shell potential, each including the shell itself. Newton's shell theorem is often stated for the force; these theorems concern the potential, and the field is not differentiated out of it.

For the ball, `ballPotential_outside` assumes `0 < R` and `R ≤ r`. It asks nothing of `ρ`, but it has physical content only when $s^2\rho(s)$ is integrable on $[0,R]$, because Lean assigns the value zero to an integral that doesn't exist. `ballPotential_inside` assumes a continuous `ρ` and `0 < r ≤ R`. A density proportional to $e^{-as}$ satisfies this, and so does a uniform ball, since the cut at $R$ comes from the integration limit and not from `ρ`. A density with jumps inside the ball does not. The potential of a point nucleus has to be added separately, and so does any charge beyond $R$.

One step between the model and a real charge distribution is left to the physicist. The potentials are defined as integrals over the cosine and the radius, and the reduction of the three-dimensional Coulomb integral to that form, by rotational symmetry and integration over the azimuth, is taken as given.

The condition `R ≤ r` in the outside formula matters in practice. Take $\rho=1$, $R=2$ and $r=1$. The total charge divided by $r$ is $32\pi/3$, but the potential is $4\pi/3+6\pi=22\pi/3$. The point-charge formula fails here because there is charge beyond the field point. If the density vanished between $r$ and $R$, the formula would hold at that $r$ too.

```lean
import Mathlib

open Real

namespace ShellTheorem

noncomputable section

/-- Distance between two points at radii `r` and `s` from the origin whose directions
enclose an angle with cosine `x`. -/
def separation (r s x : ℝ) : ℝ := √(r ^ 2 + s ^ 2 - 2 * r * s * x)

/-- Coulomb potential (Gaussian units) at distance `r` from the centre of a uniformly charged
shell of radius `s > 0` and total charge `Q`, as an integral over the cosine of the polar angle. -/
def shellPotential (Q s r : ℝ) : ℝ :=
  Q / 2 * ∫ x in (-1 : ℝ)..1, 1 / separation r s x

/-- Coulomb potential at distance `r` from the centre of a ball of radius `R` with radial charge
density `ρ`, summed over thin shells of charge `4π s² ρ(s) ds`. -/
def ballPotential (ρ : ℝ → ℝ) (R r : ℝ) : ℝ :=
  ∫ s in (0 : ℝ)..R, shellPotential (4 * π * s ^ 2 * ρ s) s r

/-- Two points at positive radii whose directions differ have a positive squared distance. -/
theorem separation_sq_pos {r s x : ℝ} (hr : 0 < r) (hs : 0 < s) (hx : x < 1) :
    0 < r ^ 2 + s ^ 2 - 2 * r * s * x := by
  have h := mul_pos (mul_pos hr hs) (sub_pos.2 hx)
  nlinarith [sq_nonneg (r - s)]

/-- For positive radii and `x < 1`, the Coulomb kernel is the derivative of
`-separation / (r s)` with respect to the cosine `x`. -/
theorem hasDerivAt_separation {r s x : ℝ} (hr : 0 < r) (hs : 0 < s) (hx : x < 1) :
    HasDerivAt (fun y => -(separation r s y) / (r * s)) (1 / separation r s x) x := by
  have hpos := separation_sq_pos hr hs hx
  have hq : separation r s x ≠ 0 := (Real.sqrt_pos.2 hpos).ne'
  have hlin : HasDerivAt (fun y : ℝ => r ^ 2 + s ^ 2 - 2 * r * s * y) (-(2 * r * s)) x :=
    (((hasDerivAt_id' x).const_mul (2 * r * s)).const_sub (r ^ 2 + s ^ 2)).congr_deriv (by ring)
  have h := (hlin.sqrt hpos.ne').fun_neg.div_const (r * s)
  refine h.congr_deriv ?_
  show -(-(2 * r * s) / (2 * separation r s x)) / (r * s) = 1 / separation r s x
  field_simp

/-- For positive radii, equal or not, the Coulomb kernel is integrable over the cosine of the
polar angle. -/
theorem kernel_integrable {r s : ℝ} (hr : 0 < r) (hs : 0 < s) :
    IntervalIntegrable (fun x => 1 / separation r s x) MeasureTheory.volume (-1) 1 := by
  have hcont : Continuous (fun y => -(separation r s y) / (r * s)) := by
    unfold separation
    fun_prop
  -- a nonnegative derivative of a continuous function is integrable
  exact intervalIntegral.intervalIntegrable_deriv_of_nonneg hcont.continuousOn
    (fun x hx => hasDerivAt_separation hr hs
      (lt_of_lt_of_le hx.2 (max_le (by norm_num) le_rfl)))
    (fun x _ => by unfold separation; positivity)

/-- Shell theorem: for `r ≥ 0` and `s > 0`, the Coulomb kernel integrated over the cosine of the
polar angle equals `2 / max r s`. -/
theorem integral_kernel {r s : ℝ} (hr : 0 ≤ r) (hs : 0 < s) :
    ∫ x in (-1 : ℝ)..1, 1 / separation r s x = 2 / max r s := by
  rcases hr.eq_or_lt with rfl | hr'
  · -- at the centre every point of the shell is at distance `s`
    have h0 : ∀ x, separation 0 s x = s := by
      intro x
      unfold separation
      rw [show (0 : ℝ) ^ 2 + s ^ 2 - 2 * 0 * s * x = s ^ 2 by ring, Real.sqrt_sq hs.le]
    simp only [h0, intervalIntegral.integral_const, max_eq_right hs.le, smul_eq_mul]
    ring
  · have hcont : Continuous (fun y => -(separation r s y) / (r * s)) := by
      unfold separation
      fun_prop
    -- nearest and farthest points of the shell
    have h1 : separation r s 1 = |r - s| := by
      unfold separation
      rw [show r ^ 2 + s ^ 2 - 2 * r * s * 1 = (r - s) ^ 2 by ring, Real.sqrt_sq_eq_abs]
    have h2 : separation r s (-1) = r + s := by
      unfold separation
      rw [show r ^ 2 + s ^ 2 - 2 * r * s * (-1) = (r + s) ^ 2 by ring,
        Real.sqrt_sq (add_pos hr' hs).le]
    rw [intervalIntegral.integral_eq_sub_of_hasDerivAt_of_le (by norm_num) hcont.continuousOn
      (fun x hx => hasDerivAt_separation hr' hs hx.2) (kernel_integrable hr' hs), h1, h2,
      ← sub_div]
    rcases le_total r s with h | h
    · rw [abs_of_nonpos (sub_nonpos.2 h), max_eq_right h,
        div_eq_div_iff (mul_pos hr' hs).ne' hs.ne']
      ring
    · rw [abs_of_nonneg (sub_nonneg.2 h), max_eq_left h,
        div_eq_div_iff (mul_pos hr' hs).ne' hr'.ne']
      ring

/-- Inside and on a uniformly charged shell of radius `s > 0` the potential has the constant
value `Q / s`. -/
theorem shellPotential_inside (Q : ℝ) {r s : ℝ} (hr : 0 ≤ r) (hs : 0 < s) (h : r ≤ s) :
    shellPotential Q s r = Q / s := by
  rw [shellPotential, integral_kernel hr hs, max_eq_right h]
  ring

/-- Outside and on a uniformly charged shell of radius `s > 0` the potential is that of a point
charge `Q` at the centre. -/
theorem shellPotential_outside (Q : ℝ) {r s : ℝ} (hs : 0 < s) (h : s ≤ r) :
    shellPotential Q s r = Q / r := by
  rw [shellPotential, integral_kernel (hs.le.trans h) hs, max_eq_left h]
  ring

/-- At distance `r ≥ R` from the centre, a ball of radius `R > 0` with radial charge density
`ρ` has the potential of its total charge placed at the centre. -/
theorem ballPotential_outside (ρ : ℝ → ℝ) {R r : ℝ} (hR : 0 < R) (h : R ≤ r) :
    ballPotential ρ R r = (∫ s in (0 : ℝ)..R, 4 * π * s ^ 2 * ρ s) / r := by
  rw [ballPotential, ← intervalIntegral.integral_div]
  apply intervalIntegral.integral_congr
  intro s hs
  rw [Set.uIcc_of_le hR.le] at hs
  show shellPotential (4 * π * s ^ 2 * ρ s) s r = 4 * π * s ^ 2 * ρ s / r
  rcases hs.1.eq_or_lt with h0 | h0
  · simp [shellPotential, ← h0]
  · exact shellPotential_outside _ h0 (hs.2.trans h)

/-- At distance `0 < r ≤ R` from the centre of a ball with continuous radial charge density `ρ`,
the potential is the enclosed charge over `r` plus the integral of `4π s ρ(s)` from `r` to `R`. -/
theorem ballPotential_inside {ρ : ℝ → ℝ} (hρ : Continuous ρ) {R r : ℝ} (hr : 0 < r)
    (h : r ≤ R) :
    ballPotential ρ R r =
      (∫ s in (0 : ℝ)..r, 4 * π * s ^ 2 * ρ s) / r + ∫ s in r..R, 4 * π * s * ρ s := by
  -- the shell theorem turns the integrand into a continuous function of the shell radius
  have h1 : ballPotential ρ R r = ∫ s in (0 : ℝ)..R, 4 * π * s ^ 2 * ρ s / max r s := by
    apply intervalIntegral.integral_congr
    intro s hs
    rw [Set.uIcc_of_le (hr.le.trans h)] at hs
    show shellPotential (4 * π * s ^ 2 * ρ s) s r = 4 * π * s ^ 2 * ρ s / max r s
    rcases hs.1.eq_or_lt with h0 | h0
    · simp [shellPotential, ← h0]
    · rw [shellPotential, integral_kernel hr.le h0]
      ring
  have hc : Continuous (fun s => 4 * π * s ^ 2 * ρ s / max r s) :=
    Continuous.div (by fun_prop) (by fun_prop) (fun s => (lt_max_of_lt_left hr).ne')
  -- split into the shells below and above the field point
  rw [h1, ← intervalIntegral.integral_add_adjacent_intervals (hc.intervalIntegrable 0 r)
    (hc.intervalIntegrable r R), ← intervalIntegral.integral_div]
  congr 1
  · apply intervalIntegral.integral_congr
    intro s hs
    rw [Set.uIcc_of_le hr.le] at hs
    show 4 * π * s ^ 2 * ρ s / max r s = 4 * π * s ^ 2 * ρ s / r
    rw [max_eq_left hs.2]
  · apply intervalIntegral.integral_congr
    intro s hs
    rw [Set.uIcc_of_le h] at hs
    show 4 * π * s ^ 2 * ρ s / max r s = 4 * π * s * ρ s
    rw [max_eq_right hs.1, div_eq_iff (hr.trans_le hs.1).ne']
    ring

end

end ShellTheorem
```

```lean
#print axioms ShellTheorem.integral_kernel
#print axioms ShellTheorem.shellPotential_inside
#print axioms ShellTheorem.ballPotential_outside
#print axioms ShellTheorem.ballPotential_inside
```

```
'ShellTheorem.integral_kernel' depends on axioms: [propext, Classical.choice, Quot.sound]
'ShellTheorem.shellPotential_inside' depends on axioms: [propext, Classical.choice, Quot.sound]
'ShellTheorem.ballPotential_outside' depends on axioms: [propext, Classical.choice, Quot.sound]
'ShellTheorem.ballPotential_inside' depends on axioms: [propext, Classical.choice, Quot.sound]
```

## How Lean gets past the singular endpoint

`separation_sq_pos` proves that the radicand is positive. It gives `nlinarith` the two facts used above, $(r-s)^2\ge0$ and $rs(1-x)>0$. `hasDerivAt_separation` then differentiates $-d/(rs)$: first the radicand, which is linear in the cosine, then the square root by the chain rule, then the sign and the constant divisor. `field_simp` cancels the factors $2rs$ and leaves the Coulomb kernel.

The difficulty in your question is settled in `kernel_integrable`, by the Mathlib lemma `intervalIntegral.intervalIntegrable_deriv_of_nonneg`. The lemma takes a function that is continuous on the closed interval and differentiable in its interior, with a nonnegative derivative there, and concludes that the derivative is integrable. When the derivative is continuous in the interior, as it is here, the reason is simple. On any smaller closed interval inside, the integral of the derivative is the increase of the function, and this never exceeds the total increase between the endpoints. A nonnegative integrand whose partial integrals stay bounded is integrable.

Here the function is $-d(x)/(rs)$, which stays continuous at $x=1$ even when $r=s$, and its derivative $1/d(x)$ is nonnegative. No estimate of the inverse square root is needed, and equal radii don't form a separate case. The sign condition does real work: $g(x)=x^2\sin(1/x^2)$ with $g(0)=0$ is continuous on $[0,1]$ and differentiable inside, but its derivative changes sign ever faster towards $0$ and is not Lebesgue integrable.

`integral_kernel` treats $r=0$ first, where the distance is constant. For $r>0$, the steps `h1` and `h2` evaluate the distance to the nearest and the farthest point. The fundamental theorem of calculus enters through `intervalIntegral.integral_eq_sub_of_hasDerivAt_of_le`, which needs continuity up to the endpoints, the derivative only in the interior, and the integrability just proved. The split by `le_total r s` resolves the absolute value and the maximum together, as in the calculation above.

The two shell theorems insert this integral and choose the larger radius. In `ballPotential_outside`, the factor $1/r$ is moved under the integral and the integrands are compared shell by shell. The shell at $s=0$ is handled separately; it carries no charge.

`ballPotential_inside` first rewrites the integrand with `max r s` in the denominator. That integrand is continuous in $s$, because `ρ` is continuous and the maximum is at least $r>0$. Continuity gives integrability on both sides of $s=r$, so the integral may be split there. On the inner part the maximum is $r$. On the outer part it is $s$, which cancels one power of $s$ and leaves $4\pi s\rho(s)$.
